# For a quadratic boson Hamiltonian, a positive semidefinite coefficient matrix keeps the energy at or above minus half the trace of the hopping matrix

Boson operators are unbounded, so the first choice is the space they act on. Here it is a complex inner-product space $V$ that is not assumed complete, and every operator is a linear map defined on all of $V$. This leaves out the full Fock space, where boson operators are defined only on a part. The physical picture is the space of finite combinations of number states, where no question of domains arises. That example is not constructed in the file: the theorems take the boson operators as given.

The modes are labelled by a finite type `n`, and inner products are linear in the second argument.

```lean
import Mathlib

open Matrix
open scoped ComplexOrder InnerProductSpace

namespace BosonicEnergyBound

noncomputable section

variable {V : Type*} [NormedAddCommGroup V] [InnerProductSpace ℂ V]
variable {n : Type*} [Fintype n] [DecidableEq n]

/- The standard instance of the relations below is the space of finite combinations of
number states; its construction is left out here. -/
```

## Modes, Hamiltonian and coefficient matrix

Write $a_i$ for the annihilators (`a i`) and $a_i^*$ for the creators (`ad i`). They satisfy

$$\langle a_i^*x,y\rangle=\langle x,a_iy\rangle,\qquad a_ia_j^*-a_j^*a_i=\delta_{ij},\qquad a_ia_j=a_ja_i .$$

The creators then commute by adjointness, so this is not listed separately.

```lean
/-- Boson modes: `ad i` is adjoint to `a i`, and the two families obey the canonical
commutation relations. -/
structure IsCCR (a ad : n → Module.End ℂ V) : Prop where
  adjoint : ∀ i x y, ⟪ad i x, y⟫_ℂ = ⟪x, a i y⟫_ℂ
  comm : ∀ i j x, a i (ad j x) - ad j (a i x) = if i = j then x else 0
  comm_ann : ∀ i j x, a i (a j x) = a j (a i x)
```

With a hopping matrix $A$, whose diagonal holds the mode energies, and a pairing matrix $B$, the Hamiltonian is

$$K=\sum_{ij}A_{ij}a_i^*a_j+\tfrac12\sum_{ij}\left(B_{ij}a_i^*a_j^*+\overline{B_{ij}}\,a_ja_i\right).$$

There are no linear terms and no terms beyond second order.

```lean
/-- The quadratic Hamiltonian with hopping matrix `A` and pairing matrix `B`. -/
def quadraticHamiltonian (A B : Matrix n n ℂ) (a ad : n → Module.End ℂ V) :
    Module.End ℂ V :=
  ∑ i, ∑ j, A i j • (ad i * a j) +
    (1 / 2 : ℂ) • ∑ i, ∑ j, (B i j • (ad i * ad j) + star (B i j) • (a j * a i))
```

The coefficients are collected in

$$M=\begin{pmatrix}A&B\\ \overline B&\overline A\end{pmatrix},$$

where the bar conjugates entries without transposing. The index type `n ⊕ n` labels the two halves.

```lean
/-- The block matrix `[[A, B], [conj B, conj A]]` of the quadratic form. -/
def bogoliubovMatrix (A B : Matrix n n ℂ) : Matrix (n ⊕ n) (n ⊕ n) ℂ :=
  Matrix.fromBlocks A B (B.map star) (A.map star)
```

For a state $\psi$, the matching list of vectors is $\Phi=(a_i\psi,\;a_i^*\psi)$. Its entries are vectors in $V$, not numbers.

```lean
/-- The Nambu vector: all `a i ψ` followed by all `ad i ψ`. -/
def nambu (a ad : n → Module.End ℂ V) (ψ : V) : n ⊕ n → V :=
  Sum.elim (fun i => a i ψ) (fun i => ad i ψ)
```

## Overlaps from the commutation relations

Conjugating the adjoint relation gives $\langle a_ix,y\rangle=\langle x,a_i^*y\rangle$.

```lean
variable {a ad : n → Module.End ℂ V} {A B : Matrix n n ℂ}

omit [Fintype n] in
/-- The annihilator can be moved to the other side of the inner product as a creator. -/
theorem IsCCR.adjoint' (h : IsCCR a ad) (i : n) (x y : V) :
    ⟪a i x, y⟫_ℂ = ⟪x, ad i y⟫_ℂ := by
  rw [← inner_conj_symm, ← h.adjoint, inner_conj_symm]
```

Since annihilators commute,

$$\langle a_i^*\psi,a_j\psi\rangle=\langle\psi,a_ia_j\psi\rangle=\langle\psi,a_ja_i\psi\rangle=\langle a_j^*\psi,a_i\psi\rangle .$$

```lean
omit [Fintype n] in
/-- The overlap of `ad i ψ` with `a j ψ` is symmetric in the two modes. -/
theorem IsCCR.inner_swap (h : IsCCR a ad) (ψ : V) (i j : n) :
    ⟪ad i ψ, a j ψ⟫_ℂ = ⟪ad j ψ, a i ψ⟫_ℂ := by
  rw [h.adjoint i, h.adjoint j, h.comm_ann i j]
```

For two creators, the commutator leaves an extra term:

$$\langle a_i^*\psi,a_j^*\psi\rangle=\langle\psi,a_ia_j^*\psi\rangle=\langle a_j\psi,a_i\psi\rangle+\delta_{ij}\langle\psi,\psi\rangle .$$

```lean
omit [Fintype n] in
/-- The overlap of `ad i ψ` with `ad j ψ` is that of `a j ψ` with `a i ψ`, plus `⟪ψ, ψ⟫_ℂ` when `i =
j`. -/
theorem IsCCR.inner_create_create (h : IsCCR a ad) (ψ : V) (i j : n) :
    ⟪ad i ψ, ad j ψ⟫_ℂ = ⟪a j ψ, a i ψ⟫_ℂ + if i = j then ⟪ψ, ψ⟫_ℂ else 0 := by
  have hc : a i (ad j ψ) = ad j (a i ψ) + if i = j then ψ else 0 := by
    rw [← h.comm i j ψ]; abel
  rw [h.adjoint i, hc, inner_add_right, h.adjoint' j]
  split_ifs <;> simp only [inner_zero_right]
```

## Normal ordering produces the trace

Let $A$ be Hermitian, and expand $\sum_{IJ}M_{IJ}\langle\Phi_I,\Phi_J\rangle$ block by block. The upper left block gives the hopping energy $\sum_{ij}A_{ij}\langle a_i\psi,a_j\psi\rangle$. The two off-diagonal blocks give twice the pairing energy. In the last block, $\overline{A_{ij}}=A_{ji}$ and the creator overlap give

$$\sum_{ij}A_{ji}\langle a_j\psi,a_i\psi\rangle+\sum_iA_{ii}\langle\psi,\psi\rangle,$$

which is the hopping energy again, plus the trace term. Altogether,

$$\sum_{IJ}M_{IJ}\langle\Phi_I,\Phi_J\rangle=2\langle\psi,K\psi\rangle+\operatorname{tr}(A)\,\langle\psi,\psi\rangle .$$

In the proof, `hK` expands the energy, `s3` rearranges the annihilator pairs and `s4` reorders the last block; `linear_combination` adds them up.

```lean
/-- Normal ordering: for Hermitian `A`, the quadratic form of the block matrix on the Nambu vector
is twice the energy plus the trace of `A` times the squared norm. -/
theorem nambu_form_eq (h : IsCCR a ad) (hA : A.IsHermitian) (ψ : V) :
    ∑ I, ∑ J, bogoliubovMatrix A B I J * ⟪nambu a ad ψ I, nambu a ad ψ J⟫_ℂ =
      2 * ⟪ψ, quadraticHamiltonian A B a ad ψ⟫_ℂ + A.trace * ⟪ψ, ψ⟫_ℂ := by
  have hK : ⟪ψ, quadraticHamiltonian A B a ad ψ⟫_ℂ =
      ∑ i, ∑ j, A i j * ⟪a i ψ, a j ψ⟫_ℂ + (1 / 2 : ℂ) *
        (∑ i, ∑ j, B i j * ⟪a i ψ, ad j ψ⟫_ℂ +
          ∑ i, ∑ j, star (B i j) * ⟪ad j ψ, a i ψ⟫_ℂ) := by
    simp only [quadraticHamiltonian, LinearMap.add_apply, LinearMap.smul_apply,
      LinearMap.sum_apply, Module.End.mul_apply, inner_add_right, inner_smul_right,
      inner_sum, Finset.sum_add_distrib, h.adjoint', h.adjoint]
  have s3 : ∑ i, ∑ j, star (B i j) * ⟪ad i ψ, a j ψ⟫_ℂ =
      ∑ i, ∑ j, star (B i j) * ⟪ad j ψ, a i ψ⟫_ℂ :=
    Finset.sum_congr rfl fun i _ => Finset.sum_congr rfl fun j _ => by
      rw [h.inner_swap ψ i j]
  -- reordering the last block produces the trace
  have s4 : ∑ i, ∑ j, star (A i j) * ⟪ad i ψ, ad j ψ⟫_ℂ =
      ∑ i, ∑ j, A i j * ⟪a i ψ, a j ψ⟫_ℂ + A.trace * ⟪ψ, ψ⟫_ℂ := by
    calc _ = ∑ i, ∑ j, (A j i * ⟪a j ψ, a i ψ⟫_ℂ +
          if i = j then A j i * ⟪ψ, ψ⟫_ℂ else 0) :=
          Finset.sum_congr rfl fun i _ => Finset.sum_congr rfl fun j _ => by
            rw [h.inner_create_create ψ i j, hA.apply j i]
            split_ifs <;> ring
      _ = _ := by
          simp only [Finset.sum_add_distrib]
          congr 1
          · exact Finset.sum_comm
          · simp only [Finset.sum_ite_eq, Finset.mem_univ, if_true, Matrix.trace,
              Matrix.diag_apply, Finset.sum_mul]
  simp only [Fintype.sum_sum_type, bogoliubovMatrix, Matrix.fromBlocks_apply₁₁,
    Matrix.fromBlocks_apply₁₂, Matrix.fromBlocks_apply₂₁, Matrix.fromBlocks_apply₂₂,
    Matrix.map_apply, nambu, Sum.elim_inl, Sum.elim_inr, Finset.sum_add_distrib]
  rw [hK]
  linear_combination s3 + s4
```

## Positivity for a list of vectors

Positive semidefiniteness of $M$ concerns lists of numbers, whereas $\Phi$ is a list of vectors. For any finite family $v_I$, choose an orthonormal basis $e_k$ of its span and set $x_k(J)=\langle e_k,v_J\rangle$. Then

$$\sum_{IJ}M_{IJ}\langle v_I,v_J\rangle=\sum_k x_k^\dagger Mx_k\ge0 .$$

If the sum vanishes, each term does, so $Mx_k=0$ for every $k$. All components of $\sum_JM_{IJ}v_J$ are then zero, and so is the vector itself. The span is finite-dimensional even when $V$ is not. The identity is `hS`; `hk`, `hz` and `hu` treat the case of equality.

```lean
/-- A positive semidefinite matrix gives a nonnegative form on any finite family of state
vectors, and the form vanishes only if the matrix annihilates the family. -/
theorem gram_form_nonneg {ι : Type*} [Fintype ι] {M : Matrix ι ι ℂ}
    (hM : M.PosSemidef) (v : ι → V) :
    0 ≤ ∑ I, ∑ J, M I J * ⟪v I, v J⟫_ℂ ∧
      (∑ I, ∑ J, M I J * ⟪v I, v J⟫_ℂ = 0 → ∀ I, ∑ J, M I J • v J = 0) := by
  obtain ⟨W, hfd, hv⟩ : ∃ W : Submodule ℂ V, FiniteDimensional ℂ W ∧ ∀ I, v I ∈ W :=
    ⟨Submodule.span ℂ (Set.range v), FiniteDimensional.span_of_finite ℂ (Set.finite_range v),
      fun I => Submodule.subset_span ⟨I, rfl⟩⟩
  have := hfd
  let e := stdOrthonormalBasis ℂ W
  let w : ι → W := fun I => ⟨v I, hv I⟩
  obtain ⟨x, hx⟩ : ∃ x : Fin (Module.finrank ℂ W) → ι → ℂ, ∀ k J, x k J = ⟪e k, w J⟫_ℂ :=
    ⟨fun k J => ⟪e k, w J⟫_ℂ, fun _ _ => rfl⟩
  -- expand in the orthonormal basis: one ordinary quadratic form per basis vector
  have hS : ∑ k, star (x k) ⬝ᵥ M *ᵥ (x k) = ∑ I, ∑ J, M I J * ⟪v I, v J⟫_ℂ := by
    simp only [dotProduct, Matrix.mulVec, Pi.star_apply, Finset.mul_sum]
    refine Finset.sum_comm.trans (Finset.sum_congr rfl fun I _ =>
      Finset.sum_comm.trans (Finset.sum_congr rfl fun J _ => ?_))
    have hp : ⟪v I, v J⟫_ℂ = ∑ k, ⟪w I, e k⟫_ℂ * ⟪e k, w J⟫_ℂ :=
      (e.sum_inner_mul_inner (w I) (w J)).symm
    rw [hp, Finset.mul_sum]
    refine Finset.sum_congr rfl fun k _ => ?_
    have hs : star (x k I) = ⟪w I, e k⟫_ℂ := by
      rw [hx]; exact inner_conj_symm _ _
    rw [hs, hx]; ring
  rw [← hS]
  refine ⟨Finset.sum_nonneg fun k _ => hM.dotProduct_mulVec_nonneg (x k), fun h0 I => ?_⟩
  have hk : ∀ k, M *ᵥ x k = 0 := fun k =>
    (hM.dotProduct_mulVec_zero_iff (x k)).1
      ((Finset.sum_eq_zero_iff_of_nonneg
        (fun k _ => hM.dotProduct_mulVec_nonneg (x k))).1 h0 k (Finset.mem_univ k))
  have hz : ∀ k, ⟪e k, ∑ J, M I J • w J⟫_ℂ = 0 := fun k => by
    have := congrFun (hk k) I
    simp only [Matrix.mulVec, dotProduct, hx, Pi.zero_apply] at this
    simpa only [inner_sum, inner_smul_right] using this
  have hu : ∑ J, M I J • w J = 0 := by
    rw [← inner_self_eq_zero (𝕜 := ℂ), ← e.sum_inner_mul_inner]
    exact Finset.sum_eq_zero fun k _ => by rw [hz k, mul_zero]
  simpa [w] using congrArg W.subtype hu
```

## The lower bound

For $\|\psi\|=1$ the last two results combine to

$$0\le2\langle\psi,K\psi\rangle+\operatorname{tr}(A),\qquad\text{so}\qquad\langle\psi,K\psi\rangle\ge-\tfrac12\operatorname{tr}(A).$$

The hypothesis `PosSemidef` includes that $M$ is Hermitian, which makes $A$ Hermitian and $B$ symmetric; neither is assumed separately. Physically, it is a stability condition: pairing must not overwhelm the mode energies. Lean states the conclusion in two parts, a vanishing imaginary part and an inequality between real parts.

For finitely many modes with a purely quadratic Hamiltonian, finding $M$ positive semidefinite thus rules out energies running off to $-\infty$; the matrix has twice as many rows as there are modes. A Bogoliubov model of a Bose gas is of this kind once it is truncated to finitely many modes and its additive constant is dropped. The theorem gives a bound, not the ground-state energy.

Without positivity the bound can fail. Take one mode with $A=0$ and $B=1$, so that $K=\tfrac12(a^{*2}+a^2)$ and $M$ has the eigenvalue $-1$. With normalised number states $|0\rangle$ and $|2\rangle$, the unit vector $\psi=(|0\rangle-|2\rangle)/\sqrt2$ has energy $-1/\sqrt2$, below $-\tfrac12\operatorname{tr}(A)=0$.

```lean
/-- **Multimode energy lower bound.** If the block matrix is positive semidefinite, the energy
of every unit vector is real and at least `-trace(A)/2`. -/
theorem energy_lower_bound (h : IsCCR a ad) (hM : (bogoliubovMatrix A B).PosSemidef)
    {ψ : V} (hψ : ‖ψ‖ = 1) :
    (⟪ψ, quadraticHamiltonian A B a ad ψ⟫_ℂ).im = 0 ∧
      -A.trace.re / 2 ≤ (⟪ψ, quadraticHamiltonian A B a ad ψ⟫_ℂ).re := by
  have hA : A.IsHermitian :=
    Matrix.IsHermitian.ext fun i j => hM.isHermitian.apply (Sum.inl i) (Sum.inl j)
  have h1 : ⟪ψ, ψ⟫_ℂ = 1 := by rw [inner_self_eq_norm_sq_to_K, hψ]; simp
  have ht : A.trace.im = 0 := by
    have := Matrix.trace_conjTranspose A
    rw [hA.eq] at this
    exact Complex.conj_eq_iff_im.1 this.symm
  have hpos := (gram_form_nonneg hM (nambu a ad ψ)).1
  rw [nambu_form_eq h hA, h1, mul_one, two_mul, Complex.nonneg_iff] at hpos
  simp only [Complex.add_re, Complex.add_im] at hpos
  constructor <;> linarith [hpos.1, hpos.2]
```

## No state attains the bound when $A\ne0$

Suppose a unit vector $\psi$ had energy exactly $-\tfrac12\operatorname{tr}(A)$. The form would vanish, so for every $i$

$$\sum_j\left(A_{ij}a_j\psi+B_{ij}a_j^*\psi\right)=0,\qquad \sum_j\left(\overline{B_{ij}}\,a_j\psi+\overline{A_{ij}}\,a_j^*\psi\right)=0 .$$

Take the inner product of the first equation, in the left slot, with $a_k\psi$, and of $a_k^*\psi$ with the second:

$$\sum_j\left(\overline{A_{ij}}\langle a_j\psi,a_k\psi\rangle+\overline{B_{ij}}\langle a_j^*\psi,a_k\psi\rangle\right)=0,$$

$$\sum_j\left(\overline{B_{ij}}\langle a_k^*\psi,a_j\psi\rangle+\overline{A_{ij}}\langle a_k^*\psi,a_j^*\psi\rangle\right)=0 .$$

By the overlap formulas, the second line minus the first is $\overline{A_{ik}}$. Hence $A=0$, a contradiction. In Lean the two lines are `e2` and `e1`, and the overlap formulas enter through `s1` and `s2`.

```lean
/-- If the block matrix is positive semidefinite and `A ≠ 0`, every unit vector has energy strictly
above `-trace(A)/2`. -/
theorem energy_lower_bound_strict (h : IsCCR a ad)
    (hM : (bogoliubovMatrix A B).PosSemidef) (hA0 : A ≠ 0) {ψ : V} (hψ : ‖ψ‖ = 1) :
    -A.trace.re / 2 < (⟪ψ, quadraticHamiltonian A B a ad ψ⟫_ℂ).re := by
  by_contra hlt
  have hA : A.IsHermitian :=
    Matrix.IsHermitian.ext fun i j => hM.isHermitian.apply (Sum.inl i) (Sum.inl j)
  have h1 : ⟪ψ, ψ⟫_ℂ = 1 := by rw [inner_self_eq_norm_sq_to_K, hψ]; simp
  have hb := energy_lower_bound h hM hψ
  obtain ⟨hpos, hker⟩ := gram_form_nonneg hM (nambu a ad ψ)
  rw [nambu_form_eq h hA, h1, mul_one, two_mul] at hpos hker
  rw [Complex.nonneg_iff] at hpos
  have hker := hker (Complex.ext
    (by simp only [Complex.add_re, Complex.zero_re]; linarith [hb.2, not_lt.1 hlt])
    hpos.2.symm)
  -- every row of the block matrix annihilates the Nambu vector; commutators then give A = 0
  apply hA0
  ext i k
  have e1 := congrArg (fun y => ⟪ad k ψ, y⟫_ℂ) (hker (Sum.inr i))
  have e2 := congrArg (fun y => ⟪y, a k ψ⟫_ℂ) (hker (Sum.inl i))
  simp only [Fintype.sum_sum_type, bogoliubovMatrix, Matrix.fromBlocks_apply₂₁,
    Matrix.fromBlocks_apply₂₂, Matrix.map_apply, nambu, Sum.elim_inl, Sum.elim_inr,
    inner_add_right, inner_sum, inner_smul_right, inner_zero_right] at e1
  simp only [Fintype.sum_sum_type, bogoliubovMatrix, Matrix.fromBlocks_apply₁₁,
    Matrix.fromBlocks_apply₁₂, nambu, Sum.elim_inl, Sum.elim_inr,
    inner_add_left, sum_inner, inner_smul_left, inner_zero_left, starRingEnd_apply] at e2
  have s1 : ∑ j, star (B i j) * ⟪ad k ψ, a j ψ⟫_ℂ =
      ∑ j, star (B i j) * ⟪ad j ψ, a k ψ⟫_ℂ :=
    Finset.sum_congr rfl fun j _ => by rw [h.inner_swap ψ k j]
  have s2 : ∑ j, star (A i j) * ⟪ad k ψ, ad j ψ⟫_ℂ =
      ∑ j, star (A i j) * ⟪a j ψ, a k ψ⟫_ℂ + star (A i k) := by
    simp only [h.inner_create_create, h1, mul_add, Finset.sum_add_distrib, mul_ite, mul_one,
      mul_zero, Finset.sum_ite_eq, Finset.mem_univ, if_true]
  have hz : star (A i k) = 0 := by linear_combination e1 - s1 - s2 - e2
  exact star_eq_zero.1 hz
```

## One mode with pairing strength up to its frequency

In units with $\hbar=1$, let $A=\omega$ be real and $B=g$ complex, with $|g|\le\omega$. For a pair of complex numbers $(p,q)$, the quadratic form of $M$ is

$$\omega(|p|^2+|q|^2)+2\operatorname{Re}(\bar p\,g\,q)\ge\omega(|p|-|q|)^2\ge0 .$$

The proof bounds the real part by the modulus, and `nlinarith` assembles the inequality.

```lean
/-- For one mode of frequency `ω` and pairing strength `g` with `|g| ≤ ω`, the block matrix is
positive semidefinite. -/
theorem singleMode_posSemidef_witness {ω : ℝ} {g : ℂ} (hg : ‖g‖ ≤ ω) :
    (bogoliubovMatrix !![(ω : ℂ)] !![g]).PosSemidef := by
  refine Matrix.PosSemidef.of_dotProduct_mulVec_nonneg ?_ fun x => ?_
  · refine Matrix.IsHermitian.ext fun i j => ?_
    rcases i with i | i <;> rcases j with j | j <;> fin_cases i <;> fin_cases j <;>
      simp [bogoliubovMatrix]
  · obtain ⟨p, hp⟩ : ∃ p, p = x (Sum.inl 0) := ⟨_, rfl⟩
    obtain ⟨q, hq⟩ : ∃ q, q = x (Sum.inr 0) := ⟨_, rfl⟩
    have e : star x ⬝ᵥ bogoliubovMatrix !![(ω : ℂ)] !![g] *ᵥ x =
        star p * (ω * p + g * q) + star q * (star g * p + ω * q) := by
      simp [bogoliubovMatrix, dotProduct, Matrix.mulVec, Fintype.sum_sum_type, hp, hq]
    have hre : (star p * (ω * p + g * q) + star q * (star g * p + ω * q)).re =
        ω * (‖p‖ ^ 2 + ‖q‖ ^ 2) + 2 * (star p * g * q).re := by
      rw [Complex.sq_norm, Complex.sq_norm, Complex.normSq_apply, Complex.normSq_apply]
      simp
      ring
    rw [e, Complex.nonneg_iff, hre]
    constructor
    · have hω : 0 ≤ ω := (norm_nonneg g).trans hg
      have key := (abs_le.1 (Complex.abs_re_le_norm (star p * g * q))).1
      rw [norm_mul, norm_mul, norm_star] at key
      have k1 : ‖p‖ * ‖g‖ * ‖q‖ ≤ ‖p‖ * ω * ‖q‖ := by gcongr
      have k2 : 0 ≤ ω * (‖p‖ - ‖q‖) ^ 2 := by positivity
      nlinarith [key, k1, k2]
    · simp
      ring
```

If also $\omega>0$, then $A\ne0$ and the strict bound applies. Every unit vector satisfies

$$\left\langle\psi,\left(\omega a^*a+\tfrac12(g\,a^{*2}+\bar g\,a^2)\right)\psi\right\rangle>-\frac{\omega}{2},$$

including at the threshold $|g|=\omega$.

```lean
/-- A single mode with `ω > 0` and pairing strength `|g| ≤ ω` has energy strictly above
`-ω/2` in every unit vector. -/
theorem singleMode_energy_bound {a ad : Fin 1 → Module.End ℂ V} (h : IsCCR a ad)
    {ω : ℝ} {g : ℂ} (hω : 0 < ω) (hg : ‖g‖ ≤ ω) {ψ : V} (hψ : ‖ψ‖ = 1) :
    -ω / 2 < (⟪ψ, quadraticHamiltonian !![(ω : ℂ)] !![g] a ad ψ⟫_ℂ).re := by
  have hA0 : !![(ω : ℂ)] ≠ 0 := fun h0 => by
    have h00 : (ω : ℂ) = 0 := congrFun (congrFun h0 0) 0
    exact hω.ne' (Complex.ofReal_eq_zero.1 h00)
  have ht : (!![(ω : ℂ)]).trace.re = ω := by simp [Matrix.trace]
  have hb := energy_lower_bound_strict h (singleMode_posSemidef_witness hg) hA0 hψ
  rwa [ht] at hb

end

end BosonicEnergyBound
```

```lean
#print axioms BosonicEnergyBound.energy_lower_bound_strict
#print axioms BosonicEnergyBound.singleMode_energy_bound
```

```
'BosonicEnergyBound.energy_lower_bound_strict' depends on axioms: [propext, Classical.choice, Quot.sound]
'BosonicEnergyBound.singleMode_energy_bound' depends on axioms: [propext, Classical.choice, Quot.sound]
```
